# For k ≠ 0, the interband trace of σx between the two helicity bands is 1 − kx²/|k|²

For a real wave vector k = (x, y, z) ≠ 0, let P+ and P− be the 2 × 2 projectors onto the eigenspaces of the helicity k·σ/|k| with eigenvalues +1 and −1. The theorem states that tr(P+ σx P− σx) = 1 − x²/(x² + y² + z²), which is the squared modulus of the matrix element of σx between normalised states of the two bands. It concerns a two-band, non-interacting model at a single k, with no sum over wave vectors. The attempt first proves a trace formula with a free complex number t in place of 1/|k|, by expanding matrix entries and using i² = −1. It then puts t = 1/|k| and simplifies with |k|² = x² + y² + z².

Lean 4 with Mathlib refuses this proof:

```lean
import Mathlib

open Real Matrix

namespace InterbandTrace

noncomputable section

/-- The Pauli matrix `σx`. -/
def pauliX : Matrix (Fin 2) (Fin 2) ℂ := !![0, 1; 1, 0]

/-- The Pauli matrix `σy`. -/
def pauliY : Matrix (Fin 2) (Fin 2) ℂ := !![0, -Complex.I; Complex.I, 0]

/-- The Pauli matrix `σz`. -/
def pauliZ : Matrix (Fin 2) (Fin 2) ℂ := !![1, 0; 0, -1]

/-- The product `k·σ` for the wave vector `k = (x, y, z)`. -/
def kSigma (x y z : ℝ) : Matrix (Fin 2) (Fin 2) ℂ :=
  (x : ℂ) • pauliX + (y : ℂ) • pauliY + (z : ℂ) • pauliZ

/-- The length `|k|` of the wave vector. -/
def kNorm (x y z : ℝ) : ℝ := √(x ^ 2 + y ^ 2 + z ^ 2)

/-- The helicity `k·σ/|k|`, meant for `k ≠ 0`. -/
def helicity (x y z : ℝ) : Matrix (Fin 2) (Fin 2) ℂ :=
  (((kNorm x y z)⁻¹ : ℝ) : ℂ) • kSigma x y z

/-- The upper-band projector `P+ = (1 + k·σ/|k|)/2`, meant for `k ≠ 0`. -/
def projPlus (x y z : ℝ) : Matrix (Fin 2) (Fin 2) ℂ := (1 / 2 : ℂ) • (1 + helicity x y z)

/-- The lower-band projector `P- = (1 - k·σ/|k|)/2`, meant for `k ≠ 0`. -/
def projMinus (x y z : ℝ) : Matrix (Fin 2) (Fin 2) ℂ := (1 / 2 : ℂ) • (1 - helicity x y z)

/-- The square of `|k|` is the sum of the squared components. -/
theorem kNorm_sq (x y z : ℝ) : kNorm x y z ^ 2 = x ^ 2 + y ^ 2 + z ^ 2 :=
  Real.sq_sqrt (by positivity)

/-- For `k ≠ 0`, the interband trace is `tr(P+ σx P- σx) = 1 - kx²/|k|²`. -/
theorem interband_trace {x y z : ℝ} (hk : x ^ 2 + y ^ 2 + z ^ 2 ≠ 0) :
    trace (projPlus x y z * pauliX * projMinus x y z * pauliX) =
      ((1 - x ^ 2 / (x ^ 2 + y ^ 2 + z ^ 2) : ℝ) : ℂ) := by
  -- the trace with a free prefactor `t` in place of `1/|k|`
  have key : ∀ t : ℂ, trace (((1 / 2 : ℂ) • (1 + t • kSigma x y z)) * pauliX *
      ((1 / 2 : ℂ) • (1 - t • kSigma x y z)) * pauliX) =
      1 / 2 - t ^ 2 * ((x : ℂ) ^ 2 - (y : ℂ) ^ 2 - (z : ℂ) ^ 2) / 2 := by
    intro t
    simp [kSigma, pauliX, pauliY, pauliZ, Matrix.trace_fin_two, Matrix.mul_apply,
      Fin.sum_univ_succ]
    linear_combination (-(t ^ 2 * (y : ℂ) ^ 2) / 2) * Complex.I_sq
  have hr : 1 - x ^ 2 / (x ^ 2 + y ^ 2 + z ^ 2) =
      1 / 2 - ((kNorm x y z)⁻¹) ^ 2 * (x ^ 2 - y ^ 2 - z ^ 2) / 2 := by
    rw [inv_pow, kNorm_sq]
    field_simp
    ring
  rw [projPlus, projMinus, helicity, key, hr]
  push_cast <;> ring

end

end InterbandTrace
```

The compiler's answer:

```
Main.lean:50:4: error: ring failed, ring expressions not equal
x y z : ℝ
hk : x ^ 2 + y ^ 2 + z ^ 2 ≠ 0
t : ℂ
⊢ -1 / 4 + t * ↑z * (1 / 4) + t * ↑z * 1 1 (Fin.succ 0) * (-1 / 4) + 1 1 (Fin.succ 0) * (1 / 4) = 0
```

Cause. The message comes from the `ring` check that closes `linear_combination`. The remaining goal contains `1 1 (Fin.succ 0)`, an entry of the identity matrix in row `1` and column `Fin.succ 0`. That column is also index 1, so the entry equals 1, and with this value the left side is indeed 0. But `simp` left the entry unevaluated, and `ring` treats it as an unknown quantity.

The index `Fin.succ 0` comes from `Fin.sum_univ_succ`, which splits off the first term of a sum and writes the later indices as successors. The repair uses `Fin.sum_univ_two`, which writes the two terms directly at `0` and `1`. It also adds `Matrix.one_apply`, which turns an identity-matrix entry into a test of whether its indices are equal, so that `simp` can reduce it to 0 or 1. The coefficient given to `linear_combination` was right and stays as it was.

Replacing `push_cast <;> ring` with two separate lines is mere tidying; no error was reported there.

This version goes through:

```diff
@@ -47,5 +47,5 @@
     intro t
     simp [kSigma, pauliX, pauliY, pauliZ, Matrix.trace_fin_two, Matrix.mul_apply,
-      Fin.sum_univ_succ]
+      Fin.sum_univ_two, Matrix.one_apply]
     linear_combination (-(t ^ 2 * (y : ℂ) ^ 2) / 2) * Complex.I_sq
   have hr : 1 - x ^ 2 / (x ^ 2 + y ^ 2 + z ^ 2) =
@@ -55,5 +55,6 @@
     ring
   rw [projPlus, projMinus, helicity, key, hr]
-  push_cast <;> ring
+  push_cast
+  ring
 
 end
```
